# Averaged Neumann partial sums converge to $(1-X)^{-1}$ when $1-X$ is invertible and the powers of $X$ are bounded

## Question: can averaging rescue a Born series that never settles?

If I expand a Green's matrix in its Born series and the scattering factor $X=G_0V$ has an eigenvalue of modulus one, the partial sums never settle, however many terms I add. Yet $1-X$ may be perfectly invertible, so the answer that the series is meant to produce exists.

When $1-X$ is invertible, I believe that averaging the partial sums cures this as long as the powers of $X$ stay bounded. With $S_n=\sum_{k<n}X^k$, the claim is

$$\frac{S_1+\cdots+S_N}{N}\longrightarrow(1-X)^{-1}.$$

Can this be made rigorous for matrices or operators as well as numbers, and checked in Lean 4 with Mathlib?

## Answer: yes, with an error of order $1/N$

### Telescoping twice

Let $X$ belong to a real normed algebra, and let $G$ satisfy $(1-X)G=1$. Suppose that $\|X^k\|\le C$ for all $k\ge0$. Multiplying out the finite sum gives

$$S_n(1-X)=1-X^n.$$

Multiplying by $G$ on the right gives $S_n=(1-X^n)G$. The term $X^nG$ is what may oscillate. Summing over $n=1,\dots,N$,

$$S_1+\cdots+S_N=NG-(X+X^2+\cdots+X^N)G.$$

The bracket telescopes in the same way: $(X+\cdots+X^N)(1-X)=X-X^{N+1}$, so $X+\cdots+X^N=(X-X^{N+1})G$. Hence

$$\frac{S_1+\cdots+S_N}{N}-G=-\frac{(X-X^{N+1})G^2}{N}.$$

Only two powers of $X$ remain, each of norm at most $C$. For $N\ge1$ the error is therefore at most $2C\|G\|^2/N$, which tends to zero.

Each average is a polynomial in $X$ and commutes with $X$. The limit $G$ then commutes with $X$ too, so $G(1-X)=(1-X)G=1$: the right inverse is a two-sided inverse.

**When averaging is unnecessary.** If $X^n\to0$, then $S_n=(1-X^n)G\to G$. Conversely, if $S_n\to L$, then $X^n=1-S_n(1-X)$ converges to some $P$. Taking limits in $X^{n+1}=X^nX$ gives $P=PX$, so $P(1-X)=0$, and multiplying by $G$ gives $P=0$. Ordinary convergence is thus equivalent to $X^n\to0$. A complex number $z\ne1$ with $|z|=1$ fails this test, since $|z^n|=1$, but its averages converge to $1/(1-z)$.

**The Dyson equation.** If $G=G_0+G_0VG$, where $G$ now denotes the full Green's matrix, then $(1-G_0V)G=G_0$. With $1-G_0V$ invertible, $G=(1-G_0V)^{-1}G_0$. If the powers of $G_0V$ are also bounded, applying the result to $X=G_0V$ and multiplying by $G_0$ on the right shows that the averaged Born sums converge to $G$.

### The case $X=i$ in numbers

Take $G_0=i/2$ and $V=2$, so that $X=i$. The partial sums are

$$S_1=1,\quad S_2=1+i,\quad S_3=i,\quad S_4=0,$$

and then they repeat. The average over one period is $(2+2i)/4=(1+i)/2$, which is $1/(1-i)$. Multiplication by $G_0$ gives $(i-1)/4$, the solution of the Dyson equation.

Here $C=1$ and $|1/(1-i)|^2=1/2$, so the error bound is $1/N$. At $N=2$ the average is $1+i/2$, whose distance from $(1+i)/2$ is exactly $1/2$: the bound is attained. At $N=5$ the average is $(3+2i)/5$, with error about $0.141$ against a bound of $0.2$.

### The Lean file

```lean
import Mathlib

open Filter Topology

namespace CesaroNeumann

noncomputable section

variable {A : Type*} [NormedRing A]

/-- The partial sum `S_n = 1 + X + ... + X^(n-1)` of the Neumann series. -/
def neumannSum (X : A) (n : ℕ) : A := ∑ k ∈ Finset.range n, X ^ k

/-- If `G` is a right inverse of `1 - X`, the Neumann partial sum is `(1 - X^n) G`. -/
theorem neumannSum_eq {X G : A} (h : (1 - X) * G = 1) (n : ℕ) :
    neumannSum X n = (1 - X ^ n) * G := by
  have h1 : neumannSum X n * (1 - X) = 1 - X ^ n := geom_sum_mul_neg X n
  calc neumannSum X n = neumannSum X n * ((1 - X) * G) := by rw [h, mul_one]
    _ = (1 - X ^ n) * G := by rw [← mul_assoc, h1]

/-- When `1 - X` has a right inverse, the Neumann partial sums converge
if and only if the powers of `X` tend to zero. -/
theorem neumannSum_converges_iff {X G : A} (h : (1 - X) * G = 1) :
    (∃ L, Tendsto (neumannSum X) atTop (𝓝 L)) ↔
      Tendsto (fun n : ℕ => X ^ n) atTop (𝓝 0) := by
  constructor
  · rintro ⟨L, hL⟩
    -- convergent partial sums force the powers to converge to some `P`
    have hp : Tendsto (fun n : ℕ => X ^ n) atTop (𝓝 (1 - L * (1 - X))) :=
      ((hL.mul_const (1 - X)).const_sub 1).congr (fun n => by
        simp only [neumannSum, geom_sum_mul_neg, sub_sub_cancel])
    generalize 1 - L * (1 - X) = P at hp
    -- the limit is unchanged by one more factor of `X`, hence it vanishes
    have hs : P * X = P :=
      tendsto_nhds_unique (hp.mul_const X)
        (((tendsto_add_atTop_iff_nat 1).2 hp).congr fun n => pow_succ X n)
    have hP : P = 0 := by
      calc P = P * ((1 - X) * G) := by rw [h, mul_one]
        _ = (P - P * X) * G := by rw [← mul_assoc, mul_sub, mul_one]
        _ = 0 := by rw [hs, sub_self, zero_mul]
    rwa [hP] at hp
  · intro hp
    have t := (hp.const_sub 1).mul_const G
    rw [sub_zero, one_mul] at t
    exact ⟨G, t.congr fun n => (neumannSum_eq h n).symm⟩

variable [NormedAlgebra ℝ A]

/-- The Cesàro mean `(S_1 + ... + S_N) / N` of the Neumann partial sums. -/
def cesaroMean (X : A) (N : ℕ) : A :=
  (N : ℝ)⁻¹ • ∑ n ∈ Finset.range N, neumannSum X (n + 1)

/-- The sum of the first `N` Neumann partial sums is `N G` minus the
remainder `(X - X^(N+1)) G²`. -/
theorem sum_neumannSum {X G : A} (h : (1 - X) * G = 1) (N : ℕ) :
    ∑ n ∈ Finset.range N, neumannSum X (n + 1)
      = (N : ℝ) • G - (X - X ^ (N + 1)) * G * G := by
  induction N with
  | zero => simp
  | succ N ih =>
    have e : X ^ (N + 1) * G = (X ^ (N + 1) - X ^ (N + 1 + 1)) * G * G := by
      calc X ^ (N + 1) * G = X ^ (N + 1) * ((1 - X) * G) * G := by rw [h, mul_one]
        _ = _ := by
          simp only [pow_succ X (N + 1), mul_sub, sub_mul, one_mul, mul_assoc]
    rw [Finset.sum_range_succ, ih, neumannSum_eq h, sub_mul (1 : A), one_mul, e]
    push_cast
    rw [add_smul, one_smul]
    simp only [sub_mul]
    abel

/-- If the powers of `X` are bounded by `C`, the Cesàro mean of `N ≥ 1` partial sums
differs from `G` by at most `2 C ‖G‖² / N`. -/
theorem cesaroMean_error {X G : A} {C : ℝ} (h : (1 - X) * G = 1)
    (hC : ∀ k : ℕ, ‖X ^ k‖ ≤ C) {N : ℕ} (hN : N ≠ 0) :
    ‖cesaroMean X N - G‖ ≤ 2 * C * ‖G‖ ^ 2 / N := by
  have hN' : (N : ℝ) ≠ 0 := Nat.cast_ne_zero.2 hN
  have e : cesaroMean X N - G = -((N : ℝ)⁻¹ • ((X - X ^ (N + 1)) * G * G)) := by
    rw [cesaroMean, sum_neumannSum h, smul_sub, smul_smul, inv_mul_cancel₀ hN', one_smul]
    abel
  -- only two powers of `X` survive in the remainder
  have b0 : ‖X - X ^ (N + 1)‖ ≤ 2 * C := by
    have h1 := hC 1
    rw [pow_one] at h1
    linarith [norm_sub_le X (X ^ (N + 1)), hC (N + 1)]
  have b : ‖(X - X ^ (N + 1)) * G * G‖ ≤ 2 * C * ‖G‖ ^ 2 := by
    calc ‖(X - X ^ (N + 1)) * G * G‖ ≤ ‖(X - X ^ (N + 1)) * G‖ * ‖G‖ := norm_mul_le _ _
      _ ≤ ‖X - X ^ (N + 1)‖ * ‖G‖ * ‖G‖ :=
        mul_le_mul_of_nonneg_right (norm_mul_le _ _) (norm_nonneg _)
      _ ≤ 2 * C * ‖G‖ * ‖G‖ := by gcongr
      _ = 2 * C * ‖G‖ ^ 2 := by ring
  rw [e, norm_neg, norm_smul, norm_inv, Real.norm_natCast, div_eq_inv_mul]
  exact mul_le_mul_of_nonneg_left b (by positivity)

/-- Cesàro summation of the Neumann series: if `(1 - X) G = 1` and the powers of `X`
are bounded, the averages of the partial sums converge to `G`. -/
theorem cesaroMean_tendsto {X G : A} {C : ℝ} (h : (1 - X) * G = 1)
    (hC : ∀ k : ℕ, ‖X ^ k‖ ≤ C) : Tendsto (cesaroMean X) atTop (𝓝 G) := by
  refine tendsto_iff_norm_sub_tendsto_zero.2 (squeeze_zero'
    (Eventually.of_forall fun _ => norm_nonneg _) ?_
    (tendsto_const_div_atTop_nhds_zero_nat (2 * C * ‖G‖ ^ 2)))
  exact (eventually_gt_atTop 0).mono fun N hN => cesaroMean_error h hC hN.ne'

/-- If the powers of `X` are bounded, every right inverse of `1 - X` is also
a left inverse. -/
theorem right_inverse_is_left_inverse {X G : A} {C : ℝ} (h : (1 - X) * G = 1)
    (hC : ∀ k : ℕ, ‖X ^ k‖ ≤ C) : G * (1 - X) = 1 := by
  have comm : ∀ N, Commute X (cesaroMean X N) := by
    intro N
    unfold cesaroMean neumannSum
    exact (Commute.sum_right _ _ _ fun n _ =>
      Commute.sum_right _ _ _ fun k _ => (Commute.refl X).pow_right k).smul_right _
  -- commutation with `X` passes to the limit of the averages
  have t := cesaroMean_tendsto h hC
  have hc : X * G = G * X :=
    tendsto_nhds_unique (t.const_mul X)
      ((t.mul_const X).congr fun N => (comm N).eq.symm)
  calc G * (1 - X) = (1 - X) * G := by rw [mul_sub, sub_mul, mul_one, one_mul, hc]
    _ = 1 := h

/-- For a complex number `z ≠ 1` of unit modulus the averaged geometric series converges
to `1 / (1 - z)`, while its partial sums have no limit. -/
theorem unit_circle_witness {z : ℂ} (h1 : ‖z‖ = 1) (hz : z ≠ 1) :
    Tendsto (cesaroMean z) atTop (𝓝 (1 - z)⁻¹) ∧
      ¬ ∃ L, Tendsto (neumannSum z) atTop (𝓝 L) := by
  have h : (1 - z) * (1 - z)⁻¹ = 1 := mul_inv_cancel₀ (sub_ne_zero.2 hz.symm)
  refine ⟨cesaroMean_tendsto (C := 1) h fun k => by rw [norm_pow, h1, one_pow], ?_⟩
  intro hL
  have hp := ((neumannSum_converges_iff h).1 hL).norm
  simp [norm_pow, h1] at hp

/-- Let `G` solve the Dyson equation `G = G₀ + G₀ V G`, with `1 - G₀ V` invertible and the
powers of `G₀ V` bounded. Then the averaged partial sums of the Born series
`G₀ + G₀ V G₀ + ...` converge to `G`. -/
theorem dyson_born_cesaro {G₀ V G : A} {C : ℝ} (hD : G = G₀ + G₀ * V * G)
    (hU : IsUnit (1 - G₀ * V)) (hC : ∀ k : ℕ, ‖(G₀ * V) ^ k‖ ≤ C) :
    Tendsto (fun N : ℕ => (N : ℝ)⁻¹ • ∑ n ∈ Finset.range N,
      ∑ k ∈ Finset.range (n + 1), (G₀ * V) ^ k * G₀) atTop (𝓝 G) := by
  obtain ⟨u, hu⟩ := hU
  have h : (1 - G₀ * V) * (↑u⁻¹ : A) = 1 := by
    rw [← hu]
    exact u.mul_inv
  -- the Dyson equation says `(1 - G₀ V) G = G₀`
  have h0 : G₀ = ↑u * G := by
    rw [hu, sub_mul, one_mul]
    exact eq_sub_of_add_eq hD.symm
  have hG : (↑u⁻¹ : A) * G₀ = G := (Units.inv_mul_eq_iff_eq_mul u).2 h0
  have t := (cesaroMean_tendsto h hC).mul_const G₀
  rw [hG] at t
  refine t.congr fun N => ?_
  simp only [cesaroMean, neumannSum, smul_mul_assoc, Finset.sum_mul]

/-- The scalars `G₀ = i/2`, `V = 2`, `G = (i - 1)/4` satisfy the Dyson equation, with
`1 - G₀ V` invertible and the powers of `G₀ V` bounded by one. -/
theorem dyson_witness :
    (Complex.I - 1) / 4 = Complex.I / 2 + Complex.I / 2 * 2 * ((Complex.I - 1) / 4) ∧
      IsUnit (1 - Complex.I / 2 * 2) ∧
      ∀ k : ℕ, ‖(Complex.I / 2 * 2) ^ k‖ ≤ 1 := by
  have e : Complex.I / 2 * 2 = Complex.I := by ring
  rw [e]
  refine ⟨by linear_combination (-1 / 4) * Complex.I_sq, ?_, fun k => by simp [norm_pow]⟩
  refine isUnit_iff_ne_zero.2 fun h => ?_
  have h' := congrArg Complex.re h
  simp at h'

end

end CesaroNeumann
```

```lean
#print axioms CesaroNeumann.neumannSum_converges_iff
-- 'CesaroNeumann.neumannSum_converges_iff' depends on axioms: [propext, Classical.choice, Quot.sound]
#print axioms CesaroNeumann.right_inverse_is_left_inverse
-- 'CesaroNeumann.right_inverse_is_left_inverse' depends on axioms: [propext, Classical.choice, Quot.sound]
#print axioms CesaroNeumann.dyson_born_cesaro
-- 'CesaroNeumann.dyson_born_cesaro' depends on axioms: [propext, Classical.choice, Quot.sound]
```

### What the Lean statements say

The type `A` is the algebra in which $X$, $G$, $G_0$ and $V$ live. `NormedRing A` supplies a norm with $\|ab\|\le\|a\|\|b\|$, and `NormedAlgebra ℝ A` allows division by $N$. Neither commutativity nor completeness is assumed. Square matrices with a submultiplicative norm are the finite-dimensional example, and bounded operators on a normed space are another.

`neumannSum X n` is $S_n$, with powers $0$ to $n-1$. `cesaroMean X N` sums `neumannSum X (n + 1)` over $n=0,\dots,N-1$ and divides by $N$, so it averages $S_1,\dots,S_N$.

The inverse enters as an element `G` with the hypothesis `(1 - X) * G = 1`. The hypothesis `hC` is the power bound. Physically, it says that repeated scattering does not amplify without limit, although it need not die away. It is assumed here, and has to be established for each system.

- `cesaroMean_error` is the bound $2C\|G\|^2/N$ for $N\ne0$, and `cesaroMean_tendsto` is the convergence.
- `right_inverse_is_left_inverse` gives $G(1-X)=1$ under the same hypotheses.
- `neumannSum_converges_iff` says that the unaveraged sums have a limit exactly when $X^n\to0$. It needs no power bound.
- `unit_circle_witness` combines convergent averages with the absence of a limit for the partial sums, for every complex $z\ne1$ of modulus one.
- `dyson_born_cesaro` is the statement about the Born series, with `IsUnit (1 - G₀ * V)` expressing invertibility.
- `dyson_witness` confirms that the numbers of the example satisfy the hypotheses of the Dyson theorem.

In the Dyson theorem $V$ is a given element of the algebra, at one fixed energy. A self-energy that is updated from $G$ during a self-consistency cycle is a different iteration, and unbounded potentials do not fit the setting. Coupling strong enough to make the powers of $G_0V$ grow without bound also violates the hypothesis.

For Green's matrix calculations with a fixed $V$, an invertible $1-G_0V$ and power-bounded $G_0V$, the result means that an oscillating Born expansion still determines the full Green's matrix. The guaranteed rate of $1/N$ is slow, so this is a statement about what the series contains more than a recommendation to replace a linear solver.

### How the proof follows the algebra

`neumannSum_eq` is the first telescoping. Mathlib's `geom_sum_mul_neg` provides $S_n(1-X)=1-X^n$, and the `calc` block inserts $1=(1-X)G$ on the right.

`sum_neumannSum` proves $S_1+\cdots+S_N=NG-(X-X^{N+1})G^2$ by induction on $N$ instead of telescoping the bracket directly. The step from $N$ to $N+1$ needs

$$X^{N+1}G=(X^{N+1}-X^{N+2})G^2,$$

which is the local equation `e`. It again comes from inserting $(1-X)G=1$, this time between $X^{N+1}$ and $G$.

In `cesaroMean_error`, the equation `e` is the exact expression for the error. The estimate `b0` bounds the two surviving powers by $2C$, using `hC` at exponents $1$ and $N+1$. The estimate `b` then applies submultiplicativity twice to bring in $\|G\|^2$. `cesaroMean_tendsto` squeezes the norm of the error between zero and a constant divided by $N$.

For the two-sided inverse, `comm` records that every average commutes with $X$. The products $X\cdot$average and average$\,\cdot X$ are the same sequence, with limits $XG$ and $GX$, so `tendsto_nhds_unique` identifies the two.

The same uniqueness of limits gives $PX=P$ in `neumannSum_converges_iff`, after which a short `calc` shows $P=0$. In `unit_circle_witness`, a limit of the partial sums would force $z^n\to0$; taking norms turns this into the constant $1$ tending to $0$, a contradiction.

Finally, `dyson_born_cesaro` extracts the inverse of $1-G_0V$ from `IsUnit` and rewrites the Dyson equation as $(1-G_0V)G=G_0$. It then multiplies the convergent averages by $G_0$ on the right with `mul_const`, and the last lines move that factor inside the sums.
